# A ghost function of equal or higher energy lowers a one-function monomer's energy exactly when its coupling differs from overlap times monomer energy

Let a monomer be described by one normalised real function with energy $e$, and add one normalised ghost function with energy $f$. Both energies are expectation values of the monomer's Hamiltonian. Write $h$ for the Hamiltonian coupling between the two functions and $s$ for their overlap, with $|s|<1$. A trial state has coefficients $c=(c_0,c_1)$, monomer first, and energy

$$E(c)=\frac{c^THc}{c^TSc},\qquad H=\begin{pmatrix}e&h\\h&f\end{pmatrix},\quad S=\begin{pmatrix}1&s\\s&1\end{pmatrix}.$$

I believe that for $f\ge e$ some nonzero $c$ has $E(c)<e$ exactly when $h\ne se$. Can this be made rigorous and machine-checked, and does it extend to several ghosts?

## The sign of one quadratic form decides

Yes, to both. First, the norm is positive for $c\neq0$:

$$c^TSc=(c_0+sc_1)^2+(1-s^2)c_1^2>0.$$

If $c_1\ne0$ the second term is positive; if $c_1=0$ the first is $c_0^2>0$. Multiplying $E(c)<e$ by the norm therefore keeps the inequality, and the $c_0^2$ terms cancel:

$$c^THc-e\,c^TSc=2c_0c_1(h-se)+c_1^2(f-e)<0.$$

If $h=se$, the left side is $c_1^2(f-e)\ge0$, so no state lies below $e$. If $h\ne se$, take

$$c_1=1,\qquad c_0=-\frac{f-e+1}{2(h-se)},$$

which makes the form equal to $-1$. Without the assumption $f\ge e$, the condition becomes $f<e$ or $h\ne se$, since for $f<e$ the ghost function alone, $c=(0,1)$, already lies lower.

The condition $h=0$ does not in general rule out lowering. With $h=0$, overlap alone lowers the energy whenever $s$ and $e$ are nonzero. The value of $h$ depends on the zero of energy: replacing $H$ by $H+\lambda S$ changes $h$ by $\lambda s$ but leaves $h-se$ unchanged.

## Several ghosts

Let $a$ label the normalised monomer function in a finite basis, and set $E_a=H_{aa}$. Assume that $S$ is positive definite and that no combination of ghosts alone lies below $E_a$. Write $c=y+x\,\delta_a$, where $y_a=0$ and $\delta_a$ is the unit coefficient vector at $a$. Since $S_{aa}=1$, the $x^2$ term vanishes:

$$c^T(H-E_aS)c=y^T(H-E_aS)y+2x\sum_i y_i(H_{ia}-E_aS_{ia}).$$

If every $H_{ia}=E_aS_{ia}$, only the first term remains, and it is nonnegative by assumption. If some $i$ violates this equality, then $i\ne a$; set $y=\delta_i$ and choose $x$ to make the whole expression $-1$. In the smallest case the basis contains only $a$, and there is no violation and no lowering.

## What the Lean theorems say

`energy` is the quotient $E(c)$, while `ham e f h` and `overlap s` are the two matrices above. `ghost_lowers_energy_iff` is the two-function claim, with `hs` for $|s|<1$ and `hf` for $e\le f$. In `ghosts_lower_energy_iff`, `hpos` expresses linear independence of the basis through positive norms, and `hghost` says that the ghost space alone offers no state below the monomer function. Both are assumed. Ghosts need not be normalised there.

In counterpoise terms, this identifies when ghost functions produce a basis-set lowering in a finite, real, linear variational model with a single monomer function. Self-consistent orbitals, larger monomer bases and dimer interaction energies are not covered.

```lean
import Mathlib

open Matrix

namespace GhostFunctionLowering

noncomputable section

/-- The energy of the trial state with coefficients `c` in a basis with Hamiltonian matrix `H`
and overlap matrix `S`. -/
def energy {n : Type*} [Fintype n] (H S : Matrix n n ℝ) (c : n → ℝ) : ℝ :=
  (c ⬝ᵥ H *ᵥ c) / (c ⬝ᵥ S *ᵥ c)

/-- Hamiltonian of a monomer function of energy `e` and a ghost function of energy `f`,
coupled by `h`. -/
def ham (e f h : ℝ) : Matrix (Fin 2) (Fin 2) ℝ := !![e, h; h, f]

/-- Overlap matrix of two normalised functions with overlap `s`. -/
def overlap (s : ℝ) : Matrix (Fin 2) (Fin 2) ℝ := !![1, s; s, 1]

/-- Two normalised functions with overlap below one in magnitude give every nonzero
combination a positive squared norm. -/
theorem overlap_pos {s : ℝ} (hs : |s| < 1) {c : Fin 2 → ℝ} (hc : c ≠ 0) :
    0 < c ⬝ᵥ overlap s *ᵥ c := by
  have hq : c ⬝ᵥ overlap s *ᵥ c = (c 0 + s * c 1) ^ 2 + (1 - s ^ 2) * c 1 ^ 2 := by
    simp [overlap, Matrix.mulVec, dotProduct, Fin.sum_univ_two]
    ring
  have hs2 : 0 < 1 - s ^ 2 := by
    have h := abs_lt.1 hs
    nlinarith [h.1, h.2]
  rw [hq]
  by_cases h1 : c 1 = 0
  · have h0 : c 0 ≠ 0 := by
      intro h0
      apply hc
      ext i
      fin_cases i
      · exact h0
      · exact h1
    rw [h1]
    have : 0 < c 0 ^ 2 := by positivity
    nlinarith
  · have : 0 < (1 - s ^ 2) * c 1 ^ 2 := by positivity
    nlinarith [sq_nonneg (c 0 + s * c 1)]

/-- A trial state lies below the monomer energy `e` exactly when a quadratic form in its
coefficients, built from `h - s * e` and `f - e`, is negative. -/
theorem energy_lt_iff {e f h s : ℝ} (hs : |s| < 1) {c : Fin 2 → ℝ} (hc : c ≠ 0) :
    energy (ham e f h) (overlap s) c < e ↔
      2 * c 0 * c 1 * (h - s * e) + c 1 ^ 2 * (f - e) < 0 := by
  have hH : c ⬝ᵥ ham e f h *ᵥ c = e * c 0 ^ 2 + 2 * h * c 0 * c 1 + f * c 1 ^ 2 := by
    simp [ham, Matrix.mulVec, dotProduct, Fin.sum_univ_two]
    ring
  have hS : c ⬝ᵥ overlap s *ᵥ c = c 0 ^ 2 + 2 * s * c 0 * c 1 + c 1 ^ 2 := by
    simp [overlap, Matrix.mulVec, dotProduct, Fin.sum_univ_two]
    ring
  rw [energy, div_lt_iff₀ (overlap_pos hs hc), hH, hS]
  constructor <;> intro hlt <;> nlinarith

/-- For any ghost energy `f`, some trial state lies below `e` exactly when `f` is below `e` or
the coupling `h` differs from `s * e`. -/
theorem lowers_iff_any_ghost_energy {e f h s : ℝ} (hs : |s| < 1) :
    (∃ c : Fin 2 → ℝ, c ≠ 0 ∧ energy (ham e f h) (overlap s) c < e) ↔
      f < e ∨ h ≠ s * e := by
  constructor
  · rintro ⟨c, hc, hlt⟩
    rw [energy_lt_iff hs hc] at hlt
    by_contra hcon
    rw [not_or, not_lt, not_not] at hcon
    obtain ⟨hf, hh⟩ := hcon
    rw [hh, sub_self, mul_zero, zero_add] at hlt
    have := mul_nonneg (sq_nonneg (c 1)) (sub_nonneg.2 hf)
    linarith
  · intro hor
    -- the ghost coefficient is one; only the monomer coefficient `x` has to be chosen
    have key : ∃ x : ℝ, 2 * x * (h - s * e) + (f - e) < 0 := by
      rcases hor with hf | hh
      · exact ⟨0, by linarith⟩
      · have hd : h - s * e ≠ 0 := sub_ne_zero.2 hh
        refine ⟨-(f - e + 1) / (2 * (h - s * e)), ?_⟩
        have cancel : ∀ d k : ℝ, d ≠ 0 → 2 * (-k / (2 * d)) * d = -k := fun d k hd => by
          field_simp
        have hx : 2 * (-(f - e + 1) / (2 * (h - s * e))) * (h - s * e) = -(f - e + 1) :=
          cancel _ _ hd
        linarith
    obtain ⟨x, hx⟩ := key
    have hc : (![x, 1] : Fin 2 → ℝ) ≠ 0 := by
      intro h0
      have := congrFun h0 1
      simp at this
    refine ⟨![x, 1], hc, (energy_lt_iff hs hc).2 ?_⟩
    simpa using hx

/-- A ghost function whose energy is not below the monomer energy `e` lowers the energy exactly
when its coupling `h` differs from `s * e`. -/
theorem ghost_lowers_energy_iff {e f h s : ℝ} (hs : |s| < 1) (hf : e ≤ f) :
    (∃ c : Fin 2 → ℝ, c ≠ 0 ∧ energy (ham e f h) (overlap s) c < e) ↔ h ≠ s * e := by
  rw [lowers_iff_any_ghost_energy hs]
  exact ⟨fun hor => hor.resolve_left (not_lt_of_ge hf), Or.inr⟩

/-- With zero Hamiltonian coupling and a ghost energy not below the monomer energy, a nonzero
overlap and a nonzero monomer energy suffice for the ghost function to lower the energy. -/
theorem overlap_alone_lowers {e f s : ℝ} (hs : |s| < 1) (hf : e ≤ f) (hs0 : s ≠ 0)
    (he : e ≠ 0) :
    ∃ c : Fin 2 → ℝ, c ≠ 0 ∧ energy (ham e f 0) (overlap s) c < e :=
  (ghost_lowers_energy_iff hs hf).2 (mul_ne_zero hs0 he).symm

/-- Expansion of a symmetric quadratic form when an amount `x` of basis function `a` is added
to a state `y`. -/
theorem form_add_single {n : Type*} [Fintype n] [DecidableEq n] {A : Matrix n n ℝ}
    (hA : A.IsSymm) (y : n → ℝ) (a : n) (x : ℝ) :
    (y + Pi.single a x) ⬝ᵥ A *ᵥ (y + Pi.single a x) =
      y ⬝ᵥ A *ᵥ y + 2 * x * (∑ i, y i * A i a) + x ^ 2 * A a a := by
  have h1 : A *ᵥ Pi.single a x = fun i => A i a * x := by
    ext i
    simp [Matrix.mulVec, dotProduct_single]
  have h2 : y ⬝ᵥ (fun i => A i a * x) = x * ∑ i, y i * A i a := by
    simp only [dotProduct, Finset.mul_sum]
    exact Finset.sum_congr rfl (fun i _ => by ring)
  have h3 : (A *ᵥ y) a = ∑ i, y i * A i a := by
    simp only [Matrix.mulVec, dotProduct]
    exact Finset.sum_congr rfl (fun i _ => by rw [hA.apply i a]; ring)
  rw [Matrix.mulVec_add, add_dotProduct, dotProduct_add, dotProduct_add, single_dotProduct,
    single_dotProduct, h1, h2, h3]
  ring

/-- Any number of ghost functions around a normalised monomer function `a`, all linearly
independent: if no combination of ghosts alone lies below the monomer energy, the energy can be
lowered exactly when some coupling `H i a` differs from `H a a * S i a`. -/
theorem ghosts_lower_energy_iff {n : Type*} [Fintype n] [DecidableEq n] {H S : Matrix n n ℝ}
    (hH : H.IsSymm) (hS : S.IsSymm) (hpos : ∀ c : n → ℝ, c ≠ 0 → 0 < c ⬝ᵥ S *ᵥ c)
    (a : n) (hnorm : S a a = 1)
    (hghost : ∀ y : n → ℝ, y ≠ 0 → y a = 0 → H a a ≤ energy H S y) :
    (∃ c : n → ℝ, c ≠ 0 ∧ energy H S c < H a a) ↔ ∃ i, H i a ≠ H a a * S i a := by
  constructor
  · rintro ⟨c, hc, hlt⟩
    by_contra hcon
    have hres : ∀ i, H i a = H a a * S i a := fun i => by
      by_contra hi
      exact hcon ⟨i, hi⟩
    -- split the state into its ghost part `y` and its monomer part
    obtain ⟨y, hya, x, hcx⟩ : ∃ y : n → ℝ, y a = 0 ∧ ∃ x : ℝ, c = y + Pi.single a x :=
      ⟨c - Pi.single a (c a), by simp, c a, by simp⟩
    have hsum : ∑ i, y i * H i a = H a a * ∑ i, y i * S i a := by
      rw [Finset.mul_sum]
      exact Finset.sum_congr rfl (fun i _ => by rw [hres i]; ring)
    have hy : H a a * (y ⬝ᵥ S *ᵥ y) ≤ y ⬝ᵥ H *ᵥ y := by
      rcases eq_or_ne y 0 with h0 | h0
      · simp [h0]
      · exact (le_div_iff₀ (hpos y h0)).1 (hghost y h0 hya)
    rw [energy, div_lt_iff₀ (hpos c hc), hcx, form_add_single hH, form_add_single hS,
      hsum, hnorm] at hlt
    nlinarith
  · rintro ⟨i, hi⟩
    have hia : i ≠ a := by
      rintro rfl
      exact hi (by rw [hnorm, mul_one])
    have hd : H i a - H a a * S i a ≠ 0 := sub_ne_zero.2 hi
    -- choose the monomer coefficient so that the shifted form equals minus one
    obtain ⟨x, hx⟩ : ∃ x : ℝ, 2 * x * (H i a - H a a * S i a) =
        -(H i i - H a a * S i i + 1) :=
      ⟨-(H i i - H a a * S i i + 1) / (2 * (H i a - H a a * S i a)), by field_simp⟩
    have hdiag : ∀ M : Matrix n n ℝ,
        (Pi.single i 1 : n → ℝ) ⬝ᵥ M *ᵥ (Pi.single i 1 : n → ℝ) = M i i := fun M => by
      rw [single_dotProduct, one_mul]
      simp [Matrix.mulVec]
    have hcol : ∀ M : Matrix n n ℝ,
        ∑ j, (Pi.single i 1 : n → ℝ) j * M j a = M i a := fun M => by
      simp [Pi.single_apply]
    have hc : (Pi.single i 1 + Pi.single a x : n → ℝ) ≠ 0 := by
      intro h0
      have := congrFun h0 i
      simp [hia] at this
    refine ⟨Pi.single i 1 + Pi.single a x, hc, ?_⟩
    rw [energy, div_lt_iff₀ (hpos _ hc), form_add_single hH, form_add_single hS,
      hdiag, hdiag, hcol, hcol, hnorm]
    nlinarith

/-- Hamiltonian of a monomer function of energy `-1` and two uncoupled ghosts of energy `0`. -/
def ham3 : Matrix (Fin 3) (Fin 3) ℝ := !![-1, 0, 0; 0, 0, 0; 0, 0, 0]

/-- Overlap matrix in which the first ghost overlaps the monomer function by one half. -/
def overlap3 : Matrix (Fin 3) (Fin 3) ℝ := !![1, 1/2, 0; 1/2, 1, 0; 0, 0, 1]

/-- The matrices `ham3` and `overlap3` meet all hypotheses of the theorem for several ghosts. -/
theorem ghosts_lower_energy_witness :
    ham3.IsSymm ∧ overlap3.IsSymm ∧
    (∀ c : Fin 3 → ℝ, c ≠ 0 → 0 < c ⬝ᵥ overlap3 *ᵥ c) ∧ overlap3 0 0 = 1 ∧
    (∀ y : Fin 3 → ℝ, y ≠ 0 → y 0 = 0 → ham3 0 0 ≤ energy ham3 overlap3 y) := by
  refine ⟨?_, ?_, ?_, by simp [overlap3], ?_⟩
  · ext i j
    fin_cases i <;> fin_cases j <;> simp [ham3]
  · ext i j
    fin_cases i <;> fin_cases j <;> simp [overlap3]
  · intro c hc
    have hq : c ⬝ᵥ overlap3 *ᵥ c = c 0 ^ 2 + c 0 * c 1 + c 1 ^ 2 + c 2 ^ 2 := by
      simp [overlap3, Matrix.mulVec, dotProduct, Fin.sum_univ_succ]
      ring
    rw [hq]
    by_contra hn
    have hle := not_lt.1 hn
    have h0 : c 0 = 0 := pow_eq_zero_iff (two_ne_zero) |>.1 (le_antisymm
      (by nlinarith [sq_nonneg (c 0 / 2 + c 1), sq_nonneg (c 2)]) (sq_nonneg (c 0)))
    have h1 : c 1 = 0 := pow_eq_zero_iff (two_ne_zero) |>.1 (le_antisymm
      (by nlinarith [sq_nonneg (c 1 / 2 + c 0), sq_nonneg (c 2)]) (sq_nonneg (c 1)))
    have h2 : c 2 = 0 := pow_eq_zero_iff (two_ne_zero) |>.1 (le_antisymm
      (by nlinarith [sq_nonneg (c 0 / 2 + c 1), sq_nonneg (c 0)]) (sq_nonneg (c 2)))
    apply hc
    ext i
    fin_cases i
    · exact h0
    · exact h1
    · exact h2
  · intro y _ hy0
    have hnum : y ⬝ᵥ ham3 *ᵥ y = 0 := by
      simp [ham3, Matrix.mulVec, dotProduct, Fin.sum_univ_succ, hy0]
    rw [energy, hnum, zero_div]
    simp [ham3]

end

end GhostFunctionLowering
```

```lean
#print axioms GhostFunctionLowering.ghost_lowers_energy_iff
#print axioms GhostFunctionLowering.overlap_alone_lowers
#print axioms GhostFunctionLowering.ghosts_lower_energy_iff
```

```
'GhostFunctionLowering.ghost_lowers_energy_iff' depends on axioms: [propext, Classical.choice, Quot.sound]
'GhostFunctionLowering.overlap_alone_lowers' depends on axioms: [propext, Classical.choice, Quot.sound]
'GhostFunctionLowering.ghosts_lower_energy_iff' depends on axioms: [propext, Classical.choice, Quot.sound]
```

## How the proof follows the algebra

`overlap_pos` completes the square and splits on whether $c_1=0$. `energy_lt_iff` uses it with `div_lt_iff₀` to clear the denominator; `nlinarith` then compares the expanded forms. `lowers_iff_any_ghost_energy` supplies the trial vector `![x, 1]`, with $x=0$ if $f<e$ and the value of $c_0$ above if $h\ne se$. `ghost_lowers_energy_iff` removes the alternative $f<e$, and `overlap_alone_lowers` sets $h=0$.

For several ghosts, `form_add_single` expands a symmetric form at $y+x\,\delta_a$. `ghosts_lower_energy_iff` applies it to $H$ and $S$, in one direction to the split state and in the other to the chosen trial state. `ghosts_lower_energy_witness` verifies all the hypotheses for a three-function example with monomer energy $-1$, no coupling and one overlap of $1/2$.
